# An ideal linear polariser applied twice acts as it does once

An ideal linear polariser with its axis at angle θ acts on the two transverse components of the field amplitude through a real 2×2 matrix with entries cos²θ, cos θ sin θ (twice) and sin²θ. The theorem says that this matrix equals its own square for every real θ, so a second identical polariser at the same angle changes nothing further. The polariser is ideal, with no loss along its axis, and the field need not be normalised. The attempt multiplies the matrices out, splits the equation into smaller ones with `congr! 3`, and tries to settle those by going through an index and using sin²θ + cos²θ = 1.

This version doesn't compile in Lean 4 with Mathlib:

```lean
import Mathlib

namespace ProjectorDifference

/-- The matrix of an ideal linear polariser whose transmission axis is at angle `θ`. -/
noncomputable def polariser (θ : ℝ) : Matrix (Fin 2) (Fin 2) ℝ :=
  !![Real.cos θ ^ 2, Real.cos θ * Real.sin θ; Real.cos θ * Real.sin θ, Real.sin θ ^ 2]

/-- The polariser matrix is idempotent. -/
theorem polariser_idempotent (θ : ℝ) : IsIdempotentElem (polariser θ) := by
  have h := Real.sin_sq_add_cos_sq θ
  change polariser θ * polariser θ = polariser θ
  rw [polariser, Matrix.mul_fin_two]
  congr! 3
  all_goals
    ext i
    fin_cases i <;> simp <;> first
      | linear_combination (Real.cos θ ^ 2) * h
      | linear_combination (Real.cos θ * Real.sin θ) * h
      | linear_combination (Real.sin θ ^ 2) * h

end ProjectorDifference
```

Compiling this gives:

```
Main.lean:16:4: error: No applicable extensionality theorem found for type
  ℝ

Note: Extensionality theorems can be registered by marking them with the `[ext]` attribute
```

The error is at `ext i`, which proves two objects equal by comparing their parts, as with functions or matrices. It needs an extensionality theorem for the type in question, and Lean finds none for `ℝ`. So `congr! 3` had already left a goal that equates two real numbers, with no index for `ext i` to introduce or for `fin_cases i` to split.

The repair drops `congr!`, `ext` and `fin_cases`. It states the four entry equations as `e1` to `e4`, with left sides written just as `Matrix.mul_fin_two` produces them, and proves each by `linear_combination` from `h`, using the same multipliers as before. The final `rw` multiplies the matrices out and replaces each entry of the product by its simpler form. Both sides are then the same matrix, and `rw` closes the goal by reflexivity. The added comment only explains the step.

The repair, with which the file compiles:

```diff
@@ -11,12 +11,18 @@
   have h := Real.sin_sq_add_cos_sq θ
   change polariser θ * polariser θ = polariser θ
-  rw [polariser, Matrix.mul_fin_two]
-  congr! 3
-  all_goals
-    ext i
-    fin_cases i <;> simp <;> first
-      | linear_combination (Real.cos θ ^ 2) * h
-      | linear_combination (Real.cos θ * Real.sin θ) * h
-      | linear_combination (Real.sin θ ^ 2) * h
+  -- each entry of the square reduces by `sin² + cos² = 1`
+  have e1 : Real.cos θ ^ 2 * Real.cos θ ^ 2
+      + Real.cos θ * Real.sin θ * (Real.cos θ * Real.sin θ) = Real.cos θ ^ 2 := by
+    linear_combination (Real.cos θ ^ 2) * h
+  have e2 : Real.cos θ ^ 2 * (Real.cos θ * Real.sin θ)
+      + Real.cos θ * Real.sin θ * Real.sin θ ^ 2 = Real.cos θ * Real.sin θ := by
+    linear_combination (Real.cos θ * Real.sin θ) * h
+  have e3 : Real.cos θ * Real.sin θ * Real.cos θ ^ 2
+      + Real.sin θ ^ 2 * (Real.cos θ * Real.sin θ) = Real.cos θ * Real.sin θ := by
+    linear_combination (Real.cos θ * Real.sin θ) * h
+  have e4 : Real.cos θ * Real.sin θ * (Real.cos θ * Real.sin θ)
+      + Real.sin θ ^ 2 * Real.sin θ ^ 2 = Real.sin θ ^ 2 := by
+    linear_combination (Real.sin θ ^ 2) * h
+  rw [polariser, Matrix.mul_fin_two, e1, e2, e3, e4]
 
 end ProjectorDifference
```
